# Real orthonormal orbitals are stationary exactly when the gradient is $CM$ with $M$ symmetric

## Orbitals, gradient and tangent variations

Fix a finite orthonormal basis of $n$ real functions, labelled by $i$, and expand $m$ orbitals, labelled by $a, b$, in it. The coefficients form a real $n \times m$ matrix $C$ whose column $a$ is orbital $a$. Because the basis is orthonormal, the overlap of orbitals $a$ and $b$ is $\sum_i C_{ia} C_{ib} = (C^T C)_{ab}$, and orthonormality of the orbitals reads $C^T C = 1$, with $1$ the $m \times m$ unit matrix.

Let $E$ be an energy that depends on the coefficients, and let $G$ be its gradient at $C$, the $n \times m$ matrix with $G_{ia} = \partial E / \partial C_{ia}$. A change $C \to C + tX$, with $X$ an $n \times m$ matrix and $t$ a small real parameter, changes the energy at first order by $t$ times
$$\sum_{i,a} G_{ia} X_{ia} = \operatorname{tr}(G^T X).$$
Only $G$ enters what follows, and it is treated as an arbitrary matrix.

The changes that matter are those that respect orthonormality. Let $\gamma(t)$ be a curve of coefficient matrices with $\gamma(t)^T \gamma(t) = 1$ for all $t$, and put $C = \gamma(0)$, $X = \gamma'(0)$. The product rule applied to $\sum_i \gamma_{ia}(t) \gamma_{ib}(t) = \delta_{ab}$ at $t = 0$ gives $\sum_i (X_{ia} C_{ib} + C_{ia} X_{ib}) = 0$, that is $X^T C + C^T X = 0$. Since $X^T C = (C^T X)^T$, the matrix $C^T X$ is antisymmetric. This suggests two definitions. A variation $X$ is *tangent* at $C$ if $(C^T X)^T = -C^T X$. The orbitals $C$ are *stationary* for $G$ if $\operatorname{tr}(G^T X) = 0$ for every tangent $X$. For a square matrix $A$ we write $\operatorname{sym}(A) = \tfrac12 (A + A^T)$.

## The multiplier condition and its derivation

**Theorem.** Let $C^T C = 1$. Then $C$ is stationary for $G$ if and only if $G = CM$ for some symmetric $m \times m$ matrix $M$.

For $S$ symmetric and $A$ antisymmetric, both $m \times m$,
$$\operatorname{tr}(SA) = \operatorname{tr}\big((SA)^T\big) = \operatorname{tr}(A^T S^T) = -\operatorname{tr}(AS) = -\operatorname{tr}(SA),$$
so $\operatorname{tr}(SA) = 0$. For symmetric $M$ and tangent $X$ this yields
$$\operatorname{tr}\big((CM)^T X\big) = \operatorname{tr}\big(M\,(C^T X)\big) = 0. \tag{1}$$
If $G = CM$, equation (1) is stationarity, which proves one direction without any use of $C^T C = 1$.

For the other direction define the projected gradient $R = G - C \operatorname{sym}(C^T G)$ and abbreviate $A = C^T G$. Orthonormality gives
$$C^T R = A - C^T C \operatorname{sym}(A) = A - \tfrac12 (A + A^T) = \tfrac12 (A - A^T),$$
which is antisymmetric, so $R$ is tangent. Take $X = R$ as the test variation:
$$\operatorname{tr}(R^T R) = \operatorname{tr}(G^T R) - \operatorname{tr}\big((C \operatorname{sym} A)^T R\big) = 0 - 0.$$
The first term vanishes by stationarity and the second by (1) with $M = \operatorname{sym}(A)$. Since $\operatorname{tr}(R^T R) = \sum_{i,a} R_{ia}^2$ is a sum of squares of real numbers, $R = 0$, and $G = C \operatorname{sym}(C^T G)$ has the required form.

Two equivalent forms follow. If $G = CM$, multiplying by $C^T$ gives $M = C^T G$, so $C^T G$ is symmetric and $G = C C^T G$, that is $(1 - CC^T) G = 0$ with $1$ now the $n \times n$ unit matrix. Conversely these two conditions give $G = CM$ with $M = C^T G$. The matrix $CC^T$ projects on the span of the orbitals, so the condition $(1 - CC^T) G = 0$ concerns mixing of the orbitals with functions orthogonal to all of them, and the symmetry of $C^T G$ concerns rotations of the orbitals among themselves.

The second form shows that $M$ is a matrix of Lagrange multipliers. Attach a symmetric matrix $M$ of multipliers to the constraints and set $L(C) = E(C) - \tfrac12 \operatorname{tr}\big(M (C^T C - 1)\big)$. The term of first order in $t$ of $(C + tX)^T (C + tX)$ is $C^T X + X^T C$, so the first variation of $L$ is
$$\delta L(X) = \operatorname{tr}(G^T X) - \tfrac12 \operatorname{tr}\big(M (C^T X + X^T C)\big).$$
Transposing and cycling, $\operatorname{tr}(M X^T C) = \operatorname{tr}(C^T X M) = \operatorname{tr}(M C^T X)$, so the two halves add up and
$$\delta L(X) = \operatorname{tr}(G^T X) - \operatorname{tr}(M C^T X) = \operatorname{tr}\big((G - CM)^T X\big). \tag{2}$$
This vanishes for all $X$, tangent or not, if $G = CM$; and if it vanishes for all $X$, the choice $X = G - CM$ forces $G = CM$. The factor $\tfrac12$ in $L$ is the convention that makes the multiplier equal to $M$ itself.

In a multiconfigurational or active-space calculation with real orbitals in a finite orthonormal basis and the configuration coefficients held fixed, the columns of $C$ are the core and active orbitals, $E$ is the usual expression in integrals and fixed density matrices, $C^T G$ is proportional to the core and active block of the generalised Fock matrix (or its transpose, depending on the index convention), and the conditions $(1 - CC^T) G = 0$ and $C^T G$ symmetric say that the energy gradient vanishes for all orbital rotations, including those among the active orbitals. That identification is physical interpretation and is not among the statements checked below.

## The objects as Lean definitions

The letters `n` and `m` now name finite index types for basis functions and orbitals, and `Matrix n m ℝ` is the type of $C$, $G$ and $X$. No relation between the two sizes is assumed. With more orbitals than basis functions the hypothesis $C^T C = 1$ is never met. With a single orbital $c$, tangent means $c^T x = 0$ and the theorem says that the gradient is a real multiple of $c$.

```lean
import Mathlib

open Matrix

namespace OrbitalLagrange

noncomputable section

variable {n m : Type*} [Fintype n] [Fintype m]
```

Tangency is the antisymmetry of `Cᵀ * X`, written for any `C`, orthonormal or not.

```lean
/-- A variation `X` of the orbital coefficients `C` is tangent if `Cᵀ X` is antisymmetric. -/
def IsTangent (C X : Matrix n m ℝ) : Prop := (Cᵀ * X)ᵀ = -(Cᵀ * X)
```

Stationarity quantifies over all tangent matrices. There is no energy function in the definition: `G` is a free matrix, and that it is the gradient of some $E$ is the reading supplied by the physics. The condition is of first order and does not distinguish minima from saddle points or maxima.

```lean
/-- The orbitals `C` are stationary for the energy gradient `G` if the first-order change
`tr(Gᵀ X)` vanishes for every tangent variation `X`. -/
def IsStationary (C G : Matrix n m ℝ) : Prop :=
  ∀ X : Matrix n m ℝ, IsTangent C X → trace (Gᵀ * X) = 0
```

The next two definitions are $\operatorname{sym}(A)$ and $R$.

```lean
/-- The symmetric part `(A + Aᵀ) / 2` of a square matrix. -/
def symPart (A : Matrix m m ℝ) : Matrix m m ℝ := (1 / 2 : ℝ) • (A + Aᵀ)

/-- The projected gradient `G - C sym(Cᵀ G)`. -/
def projGrad (C G : Matrix n m ℝ) : Matrix n m ℝ := G - C * symPart (Cᵀ * G)
```

The variation $\delta L(X)$ is entered as the explicit formula `lagrangianVar`; the function $L$ and its differentiation remain in the derivation above.

```lean
/-- First variation of the Lagrangian with multiplier matrix `M` along `X`:
`tr(Gᵀ X) - ½ tr(M (Cᵀ X + Xᵀ C))`. -/
def lagrangianVar (C G : Matrix n m ℝ) (M : Matrix m m ℝ) (X : Matrix n m ℝ) : ℝ :=
  trace (Gᵀ * X) - (1 / 2) * trace (M * (Cᵀ * X + Xᵀ * C))
```

All matrices are real and the transpose is the plain one, so complex orbitals are not covered. A non-orthonormal basis, where the constraint carries an overlap matrix between $C^T$ and $C$, is not covered either.

## Velocities of orthonormal curves are tangent

The theorem `tangent_of_curve` takes a curve `γ` that is orthonormal for every real `t` (hypothesis `hγ`) and whose entries have derivatives `X i a` at $t = 0$ (hypothesis `hd`), and concludes `IsTangent (γ 0) X`. The converse, that every tangent matrix is the velocity of such a curve, is not proved here, so `IsStationary` rests on the algebraic definition of tangency.

```lean
omit [Fintype m] in
/-- The velocity at `t = 0` of a curve of orthonormal orbital sets is a tangent variation. -/
theorem tangent_of_curve [DecidableEq m] (γ : ℝ → Matrix n m ℝ) (X : Matrix n m ℝ)
    (hγ : ∀ t, (γ t)ᵀ * γ t = 1)
    (hd : ∀ i a, HasDerivAt (fun t => γ t i a) (X i a) 0) : IsTangent (γ 0) X := by
  unfold IsTangent
  ext a b
  have h1 : HasDerivAt (fun t => ∑ i, γ t i a * γ t i b)
      (∑ i, (X i a * γ 0 i b + γ 0 i a * X i b)) 0 :=
    HasDerivAt.fun_sum fun i _ => (hd i a).fun_mul (hd i b)
  -- the overlap of orbitals a and b is constant along the curve
  have h2 : (fun t => ∑ i, γ t i a * γ t i b) = fun _ => (1 : Matrix m m ℝ) a b := by
    funext t
    rw [← hγ t]
    simp [Matrix.mul_apply]
  rw [h2] at h1
  have h3 := h1.unique (hasDerivAt_const (0 : ℝ) ((1 : Matrix m m ℝ) a b))
  rw [Finset.sum_add_distrib] at h3
  have h4 : ∑ i, γ 0 i b * X i a = ∑ i, X i a * γ 0 i b :=
    Finset.sum_congr rfl fun i _ => mul_comm _ _
  simp only [Matrix.transpose_apply, Matrix.neg_apply, Matrix.mul_apply]
  linarith
```

After `ext a b` the goal is entry $(a, b)$ of the matrix equation. The step `h1` is the product rule for the overlap $\sum_i \gamma_{ia} \gamma_{ib}$, and `h2` says that this overlap is the constant function $\delta_{ab}$. A constant has derivative zero and derivatives are unique, which gives `h3`, the equation $\sum_i (X_{ia} C_{ib} + C_{ia} X_{ib}) = 0$. Moving one sum to the other side is left to `linarith`.

## The trace identity and the projected gradient

Equation (1) is `trace_multiplier_tangent`. As in the derivation, it needs symmetry of `M` and tangency of `X` but not orthonormality.

```lean
/-- For a symmetric `M` and a tangent variation `X`, `tr((C M)ᵀ X)` vanishes. -/
theorem trace_multiplier_tangent (C X : Matrix n m ℝ) (M : Matrix m m ℝ)
    (hM : M.IsSymm) (hX : IsTangent C X) : trace ((C * M)ᵀ * X) = 0 := by
  unfold IsTangent at hX
  rw [transpose_mul, hM.eq, Matrix.mul_assoc]
  generalize Cᵀ * X = A at hX ⊢
  -- symmetric times antisymmetric is traceless
  have h : trace (M * A) = -trace (M * A) := by
    calc trace (M * A) = trace (M * A)ᵀ := (trace_transpose _).symm
      _ = trace (Aᵀ * Mᵀ) := by rw [transpose_mul]
      _ = -trace (M * A) := by
        rw [hX, hM.eq, Matrix.neg_mul, trace_neg, trace_mul_comm A M]
  linarith
```

The first rewrite turns $(CM)^T X$ into $M (C^T X)$. Then `generalize Cᵀ * X = A` replaces the product by a single square matrix `A` known only to be antisymmetric, and the `calc` chain is the computation $\operatorname{tr}(SA) = -\operatorname{tr}(SA)$ with $S = M$.

Orthonormality enters in `projGrad_tangent`, where `hC` collapses $C^T C \operatorname{sym}(A)$ to $\operatorname{sym}(A)$. What remains is the antisymmetry of $A - \operatorname{sym}(A)$ for an arbitrary square `A`, checked entry by entry with `ring`.

```lean
/-- For orthonormal orbitals the projected gradient is a tangent variation. -/
theorem projGrad_tangent [DecidableEq m] (C G : Matrix n m ℝ) (hC : Cᵀ * C = 1) :
    IsTangent C (projGrad C G) := by
  unfold IsTangent projGrad
  rw [Matrix.mul_sub, ← Matrix.mul_assoc, hC, Matrix.one_mul]
  generalize Cᵀ * G = A
  ext i j
  simp only [symPart, Matrix.transpose_apply, Matrix.neg_apply, Matrix.sub_apply,
    Matrix.smul_apply, Matrix.add_apply, smul_eq_mul]
  ring
```

## A vanishing sum of squares: `Finset.sum_eq_zero_iff_of_nonneg`

Both forward implications, from stationarity and from $\delta L = 0$, end by concluding that a matrix is zero from one scalar equation. That step is `eq_zero_of_trace_self`.

```lean
/-- A real matrix `A` with `tr(Aᵀ A) = 0` is zero. -/
theorem eq_zero_of_trace_self (A : Matrix n m ℝ) (h : trace (Aᵀ * A) = 0) : A = 0 := by
  have hs : trace (Aᵀ * A) = ∑ j, ∑ i, A i j * A i j := by
    simp [Matrix.trace, Matrix.mul_apply]
  rw [hs] at h
  ext i j
  have h1 := (Finset.sum_eq_zero_iff_of_nonneg
    (fun j _ => Finset.sum_nonneg fun i _ => mul_self_nonneg (A i j))).1 h j (Finset.mem_univ _)
  have h2 := (Finset.sum_eq_zero_iff_of_nonneg
    (fun i _ => mul_self_nonneg (A i j))).1 h1 i (Finset.mem_univ _)
  exact mul_self_eq_zero.1 h2
```

It rests on the Mathlib lemma `Finset.sum_eq_zero_iff_of_nonneg`. Given a finite set, a function on it and a proof that every term is nonnegative, the lemma returns an equivalence: the sum is zero if and only if every term is zero. The component `.1` of the equivalence is the direction from the sum to the terms, and it is then applied to a particular index together with a proof, `Finset.mem_univ _`, that the index lies in the range of summation.

The step `hs` writes the trace as an iterated sum, outer over columns `j` and inner over rows `i`, so the lemma is used twice. In `h1` the terms are the column sums $\sum_i A_{ij}^2$; their nonnegativity comes from `Finset.sum_nonneg` and `mul_self_nonneg`, and the conclusion is that column `j` has zero squared length. In `h2` the terms are the single squares `A i j * A i j`, and `mul_self_eq_zero` passes from the square to the entry. This is where the order of the real numbers is used. Over the complex numbers with the plain transpose the statement fails: the column with entries $1$ and the imaginary unit has $\operatorname{tr}(A^T A) = 1 - 1 = 0$.

## The multiplier theorem and its two equivalent forms

In words, `stationary_iff_multiplier` says: for real matrices `C` and `G` with `Cᵀ * C = 1`, the orbitals are stationary if and only if there is a square matrix `M` with `M.IsSymm`, meaning $M^T = M$, and `G = C * M`.

```lean
/-- Orthonormal orbitals `C` are stationary for the gradient `G` iff `G = C M` for a
symmetric multiplier matrix `M`. -/
theorem stationary_iff_multiplier [DecidableEq m] (C G : Matrix n m ℝ) (hC : Cᵀ * C = 1) :
    IsStationary C G ↔ ∃ M : Matrix m m ℝ, M.IsSymm ∧ G = C * M := by
  constructor
  · intro h
    have hS : (symPart (Cᵀ * G)).IsSymm := by
      unfold symPart Matrix.IsSymm
      rw [transpose_smul, transpose_add, transpose_transpose, add_comm]
    have hR := projGrad_tangent C G hC
    -- test stationarity along the projected gradient itself
    have h0 : trace ((G - C * symPart (Cᵀ * G))ᵀ * projGrad C G) = 0 := by
      rw [transpose_sub, Matrix.sub_mul, trace_sub, h _ hR,
        trace_multiplier_tangent C _ _ hS hR, sub_zero]
    have hz : projGrad C G = 0 := eq_zero_of_trace_self (projGrad C G) h0
    exact ⟨_, hS, sub_eq_zero.1 hz⟩
  · rintro ⟨M, hM, rfl⟩ X hX
    exact trace_multiplier_tangent C X M hM hX
```

In the forward branch `hS` is the symmetry of $\operatorname{sym}(C^T G)$ and `hR` the tangency of $R$. The step `h0` is $\operatorname{tr}(R^T R) = 0$ with the left factor written out as a difference, so that the trace splits into the term removed by stationarity, `h _ hR`, and the term removed by (1). Then `hz` is $R = 0$, and the multiplier supplied is `symPart (Cᵀ * G)`. The backward branch substitutes $G = CM$ and quotes (1).

The split form follows by rewriting $(1 - CC^T) G = 0$ as $G = C (C^T G)$.

```lean
/-- Orthonormal orbitals are stationary iff the gradient is annihilated by `1 - C Cᵀ` and
the matrix `Cᵀ G` is symmetric. -/
theorem stationary_iff_blocks [DecidableEq n] [DecidableEq m] (C G : Matrix n m ℝ)
    (hC : Cᵀ * C = 1) :
    IsStationary C G ↔ (1 - C * Cᵀ) * G = 0 ∧ (Cᵀ * G).IsSymm := by
  rw [stationary_iff_multiplier C G hC, Matrix.sub_mul, Matrix.one_mul, Matrix.mul_assoc,
    sub_eq_zero]
  constructor
  · rintro ⟨M, hM, rfl⟩
    -- the multiplier is recovered as Cᵀ G
    have hCM : Cᵀ * (C * M) = M := by rw [← Matrix.mul_assoc, hC, Matrix.one_mul]
    rw [hCM]
    exact ⟨rfl, hM⟩
  · rintro ⟨h1, h2⟩
    exact ⟨_, h2, h1⟩
```

Going forward, `hCM` computes $C^T (CM) = M$, after which both conditions are immediate. Going back, $C^T G$ itself serves as the multiplier. Uniqueness of $M$ appears only in this intermediate step; the theorems assert its existence.

For the Lagrangian form, `lagrangianVar_zero_iff` fixes a symmetric `M` and lets `X` range over all matrices. It holds for any `C`, without orthonormality.

```lean
/-- For a symmetric multiplier `M`, the Lagrangian variation vanishes along all
unconstrained variations `X` iff `G = C M`. -/
theorem lagrangianVar_zero_iff (C G : Matrix n m ℝ) (M : Matrix m m ℝ) (hM : M.IsSymm) :
    (∀ X, lagrangianVar C G M X = 0) ↔ G = C * M := by
  have key : ∀ X, lagrangianVar C G M X = trace ((G - C * M)ᵀ * X) := by
    intro X
    have h1 : trace (M * (Xᵀ * C)) = trace (M * (Cᵀ * X)) := by
      rw [← trace_transpose (M * (Xᵀ * C)), transpose_mul, transpose_mul, transpose_transpose,
        hM.eq, trace_mul_comm (Cᵀ * X) M]
    unfold lagrangianVar
    rw [Matrix.mul_add, trace_add, h1, transpose_sub, Matrix.sub_mul, trace_sub,
      transpose_mul, hM.eq, Matrix.mul_assoc]
    ring
  constructor
  · intro h
    exact sub_eq_zero.1 (eq_zero_of_trace_self _ (by rw [← key]; exact h _))
  · intro h X
    rw [key, sub_eq_zero.2 h]
    simp
```

The step `key` is equation (2), and `h1` inside it is the identity $\operatorname{tr}(M X^T C) = \operatorname{tr}(M C^T X)$. The forward branch evaluates the hypothesis at $X = G - CM$ and calls `eq_zero_of_trace_self`; the backward branch inserts $G - CM = 0$.

Combining this with the multiplier theorem under the existential quantifier gives the Lagrange rule for this constraint: orthonormal orbitals are stationary under tangent variations if and only if some symmetric multiplier makes $\delta L$ vanish under all variations.

```lean
/-- Orthonormal orbitals are stationary under tangent variations iff some symmetric
multiplier makes the Lagrangian variation vanish along all variations. -/
theorem stationary_iff_lagrangian [DecidableEq m] (C G : Matrix n m ℝ) (hC : Cᵀ * C = 1) :
    IsStationary C G ↔ ∃ M : Matrix m m ℝ, M.IsSymm ∧ ∀ X, lagrangianVar C G M X = 0 := by
  rw [stationary_iff_multiplier C G hC]
  exact exists_congr fun M => and_congr_right fun hM =>
    (lagrangianVar_zero_iff C G M hM).symm
```

## Two orbitals in three basis functions

Indices start at $0$, so the basis functions are $0, 1, 2$ and the orbitals $0, 1$. The matrix $C_0$ takes basis functions $0$ and $1$ as the orbitals.

```lean
/-- Two orbitals in a basis of three functions: the first two basis functions. -/
def C₀ : Matrix (Fin 3) (Fin 2) ℝ := !![1, 0; 0, 1; 0, 0]
```

The two gradients in `stationary_witness` are
$$G_1 = \begin{pmatrix} 1 & 2 \\ 2 & 3 \\ 0 & 0 \end{pmatrix}, \qquad G_2 = \begin{pmatrix} 0 & 1 \\ 0 & 0 \\ 0 & 0 \end{pmatrix}.$$
Multiplying a $2 \times 2$ matrix by $C_0$ from the left appends a zero row, so $G_1 = C_0 M$ with $M$ the symmetric upper block of $G_1$, and $C_0$ is stationary for this nonzero gradient. For $G_2$ the last row also vanishes, but $C_0^T G_2$ has entry $1$ at position $(0, 1)$ and $0$ at position $(1, 0)$. It is not symmetric, and the split form rules out stationarity: the tangent variation that rotates orbitals $0$ and $1$ into each other has a nonzero first-order effect. In the proof, `hC` checks orthonormality entry by entry, the first gradient goes through `stationary_iff_multiplier` with the explicit `!![1, 2; 2, 3]`, and for the second `hs.apply 0 1` equates the two off-diagonal entries, which `simp` reduces to a contradiction.

```lean
/-- The orbitals `C₀` are orthonormal, stationary for one explicit nonzero gradient and not
stationary for another. -/
theorem stationary_witness :
    C₀ᵀ * C₀ = 1 ∧ IsStationary C₀ !![1, 2; 2, 3; 0, 0] ∧
      ¬ IsStationary C₀ !![0, 1; 0, 0; 0, 0] := by
  have hC : C₀ᵀ * C₀ = 1 := by
    ext i j
    fin_cases i <;> fin_cases j <;> simp [C₀, Matrix.mul_apply, Fin.sum_univ_succ]
  refine ⟨hC, (stationary_iff_multiplier _ _ hC).2 ⟨!![1, 2; 2, 3], ?_, ?_⟩, fun h => ?_⟩
  · unfold Matrix.IsSymm
    ext i j
    fin_cases i <;> fin_cases j <;> simp
  · ext i j
    fin_cases i <;> fin_cases j <;> simp [C₀, Matrix.mul_apply, Fin.sum_univ_succ]
  · have hs := ((stationary_iff_blocks _ _ hC).1 h).2
    have h01 := hs.apply 0 1
    simp [C₀, Matrix.mul_apply, Fin.sum_univ_succ] at h01

end

end OrbitalLagrange
```

```lean
#print axioms OrbitalLagrange.tangent_of_curve
#print axioms OrbitalLagrange.stationary_iff_blocks
#print axioms OrbitalLagrange.stationary_iff_lagrangian
```

```
'OrbitalLagrange.tangent_of_curve' depends on axioms: [propext, Classical.choice, Quot.sound]
'OrbitalLagrange.stationary_iff_blocks' depends on axioms: [propext, Classical.choice, Quot.sound]
'OrbitalLagrange.stationary_iff_lagrangian' depends on axioms: [propext, Classical.choice, Quot.sound]
```
